# The time integral of a function continuous from time zero onwards is continuous, with the integrand as its derivative at positive times

Let `F` be a real function of time, continuous on `[0, ∞)`; nothing is assumed about its values at negative times. The lemma says that its integral from 0 to `t`, the amount accumulated by time `t` if `F` is read as a rate, is continuous in `t` on `[0, ∞)` and has derivative `F t` at every `t > 0`. No particular quantum system enters the statement, and no derivative is claimed at `t = 0`. The attempt replaces `F u` by `F (max u 0)`, which holds the value `F 0` at all negative times and should be continuous on the whole line. It then applies the fundamental theorem of calculus to this extension and carries the results back to `F`, since the two integrals agree for `t ≥ 0`.

Lean 4 with Mathlib refuses this proof:

```lean
import Mathlib

open Set Filter Topology MeasureTheory

namespace GaussianDephasing

noncomputable section

/-- The time integral of a function continuous on `[0, ∞)` is continuous there, and its derivative
at each positive time is the integrand. -/
theorem primitive_regular {F : ℝ → ℝ} (hF : ContinuousOn F (Ici 0)) :
    ContinuousOn (fun t => ∫ u in (0 : ℝ)..t, F u) (Ici 0) ∧
      ∀ t, 0 < t → HasDerivAt (fun x => ∫ u in (0 : ℝ)..x, F u) (F t) t := by
  -- extend `F` to negative times by its value at zero
  have hD : Continuous (fun u : ℝ => F (max u 0)) :=
    hF.comp_continuous (continuous_id.max continuous_const) (fun u => le_max_right _ _)
  have hext : ∀ t : ℝ, 0 ≤ t →
      ∫ u in (0 : ℝ)..t, F u = ∫ u in (0 : ℝ)..t, F (max u 0) := by
    intro t ht
    apply intervalIntegral.integral_congr
    intro u hu
    rw [uIcc_of_le ht] at hu
    show F u = F (max u 0)
    rw [max_eq_left hu.1]
  have hder : ∀ t : ℝ, HasDerivAt (fun x => ∫ u in (0 : ℝ)..x, F (max u 0)) (F (max t 0)) t :=
    fun t => (hD.integral_hasStrictDerivAt 0 t).hasDerivAt
  constructor
  · have hc : Continuous (fun x => ∫ u in (0 : ℝ)..x, F (max u 0)) :=
      continuous_iff_continuousAt.2 fun t => (hder t).continuousAt
    exact hc.continuousOn.congr (fun x hx => hext x hx)
  · intro t ht
    have h := hder t
    rw [max_eq_left ht.le] at h
    apply h.congr_of_eventuallyEq
    filter_upwards [Ioi_mem_nhds ht] with x hx
    exact hext x (le_of_lt hx)

end

end GaussianDephasing
```

Lean reports:

```
Main.lean:16:70: error: Type mismatch
  le_max_right ?m.89 ?m.90
has type
  ?m.90 ≤ max ?m.89 ?m.90
but is expected to have type
  max u 0 ∈ Ici 0
```

What went wrong. The error is in the proof that the extension is continuous. `hF.comp_continuous` needs to know that `max u 0` always lies in the set where `F` is continuous, so it expects a proof of `max u 0 ∈ Ici 0`. The attempt supplies `le_max_right _ _`, which proves an inequality of the form `b ≤ max a b`. Mathematically this is what is needed, because belonging to `Ici 0` means being at least 0. But the expected type is written as a set membership, and Lean did not match the inequality with it, so the two arguments of `le_max_right` were left undetermined, as the `?m.89` and `?m.90` in the message show.

The repair wraps the inequality in `mem_Ici.2`, the direction of `mem_Ici` that turns `0 ≤ max u 0` into `max u 0 ∈ Ici 0`. `le_max_right` now has an inequality to prove, and its arguments can be read off as `u` and `0`. Writing `fun _` for `fun u` and breaking the line are mere tidying.

After these edits no error is left:

```diff
@@ -14,5 +14,6 @@
   -- extend `F` to negative times by its value at zero
   have hD : Continuous (fun u : ℝ => F (max u 0)) :=
-    hF.comp_continuous (continuous_id.max continuous_const) (fun u => le_max_right _ _)
+    hF.comp_continuous (continuous_id.max continuous_const)
+      (fun _ => mem_Ici.2 (le_max_right _ _))
   have hext : ∀ t : ℝ, 0 ≤ t →
       ∫ u in (0 : ℝ)..t, F u = ∫ u in (0 : ℝ)..t, F (max u 0) := by
```
